# Exponentially small image potentials for laterally modulated charge sheets

Take Gaussian units, with the z axis normal to a slab that is repeated along z with period L > 0. A charge density that varies in the plane can be split into lateral Fourier components, each with a wavevector of length g. We consider one component with g > 0. A unit charge sheet at height zero then has charge density exp(iG·r) δ(z), where r is the in-plane position and |G| = g. Its potential is exp(iG·r) φ(z), with

φ(z) = (2π/g) exp(−g|z|).

The periodic images of the sheet sit at the heights nL for nonzero integers n. Their combined potential is

U(z) = Σ φ(z − nL), summed over n ≠ 0.

A slab is a finite family of sheets at heights xᵢ with complex amplitudes ρᵢ, and its potential is

V(z) = Σᵢ ρᵢ φ(z − xᵢ).

The charges are held fixed: they do not respond to the images.

## The image sum and its bounds

**The single sheet.** Poisson's equation for this lateral component reads

φ″(z) − g² φ(z) = −4π δ(z).

Above the sheet, φ = (2π/g) exp(−gz) has slope −2π exp(−gz). Below it, φ = (2π/g) exp(gz) has slope 2π exp(gz). Differentiating once more gives g²φ on either side. At the sheet the slope jumps from 2π to −2π, a change of −4π, as the delta function requires.

**The images above.** Number them n = 0, 1, 2, …, at heights (n+1)L. If z ≤ L, then z lies below or on all of them, so |z − (n+1)L| = (n+1)L − z. With q = exp(−gL) < 1, the terms are

φ(z − (n+1)L) = (2π/g) exp(gz) q · qⁿ.

This is a geometric series, with sum

(2π/g) exp(gz) q/(1 − q) = (2π/g) exp(gz)/(exp(gL) − 1).

**The images below.** Since φ is even, they act at z as the images above act at −z. If −z ≤ L, their sum is (2π/g) exp(−gz)/(exp(gL) − 1). For |z| ≤ L both results apply, and adding them gives

U(z) = (4π/g) cosh(gz)/(exp(gL) − 1).

**The upper bound.** Let |z| ≤ h ≤ L. Both exp(gz) and exp(−gz) are at most exp(gh), and so is their mean cosh(gz). Multiplying numerator and denominator by exp(−gL) then gives

U(z) ≤ (4π/g) exp(gh)/(exp(gL) − 1) = (4π/g) exp(−g(L−h))/(1 − exp(−gL)).

**The lower bound.** Let |z| ≤ L. All terms of U are positive, so the image at height L alone gives

U(z) ≥ (2π/g) exp(−g(L−z)).

At z = h the exponent is the same as in the upper bound, so the decay rate for a single sheet is sharp.

**The slab.** Suppose that |z − xᵢ| ≤ h for every sheet, again with h ≤ L. Exchanging the finite sum over sheets with the convergent sum over images gives

Σ V(z − nL) = Σᵢ ρᵢ U(z − xᵢ), with n ≠ 0 on the left.

By the triangle inequality, the modulus is at most

(Σᵢ |ρᵢ|) · (4π/g) exp(−g(L−h))/(1 − exp(−gL)).

If h is the slab thickness and z lies inside the slab, L − h is the vacuum gap. For a slab calculation with fixed charges on finitely many sheets, the periodic error in one lateral component with g > 0 therefore falls off exponentially as the gap grows. The laterally averaged component, g = 0, is excluded; it is the one that dipole corrections address.

## The sheet, its images and the slab in Lean

```lean
import Mathlib

open Real Filter Topology

namespace SlabImages

noncomputable section
```

The function φ becomes `planeKernel`, with the wavenumber as its first argument.

```lean
/-- Potential at height `z` of a unit charge sheet at height zero, modulated in the plane with
wavenumber `g > 0` (Gaussian units). -/
def planeKernel (g z : ℝ) : ℝ := 2 * π / g * exp (-g * |z|)
```

The image potential U is a sum over the subtype of nonzero integers. Lean's `∑'` has the value zero when a series does not converge, so convergence has to be established separately.

```lean
/-- Potential at height `z` of all periodic images of the sheet, at the nonzero integer
multiples of the cell height `L`, for `g > 0` and `L > 0`. -/
def imagePotential (g L z : ℝ) : ℝ :=
  ∑' n : {n : ℤ // n ≠ 0}, planeKernel g (z - ((n : ℤ) : ℝ) * L)
```

In `slabPotential` the type `ι` labels the sheets, and `Fintype` makes their number finite. The symbol `•` multiplies a complex amplitude by the real kernel. A continuous charge profile along z is not covered, nor is a sum over different lateral wavevectors.

```lean
/-- Potential at height `z` of a slab made of charge sheets at heights `x i` with complex in-plane
Fourier amplitudes `ρ i`, at wavenumber `g > 0`. -/
def slabPotential {ι : Type*} [Fintype ι] (g : ℝ) (ρ : ι → ℂ) (x : ι → ℝ) (z : ℝ) : ℂ :=
  ∑ i, planeKernel g (z - x i) • ρ i
```

## Symmetry and the equation away from the sheet

The kernel is even because |−z| = |z|.

```lean
/-- The function `planeKernel g` takes the same value at heights `z` and `-z`. -/
theorem planeKernel_neg (g z : ℝ) : planeKernel g (-z) = planeKernel g z := by
  simp only [planeKernel, abs_neg]
```

The next theorem has two parts. The first says that φ has slope −2π exp(−gz) at every z > 0. The second differentiates this slope formula and finds g²φ(z). Together they are the homogeneous equation above the sheet.

The proof differentiates the exponential once, as `e`, and multiplies by the appropriate constant. For the first part, `filter_upwards` supplies the fact that points near a positive z are positive too, so the absolute value can be removed in a whole neighbourhood. The calculus needs only g ≠ 0, so the theorem is stated for the function `planeKernel g` in that generality. This function is the potential of the sheet only for g > 0; for negative g its magnitude grows away from the sheet.

```lean
/-- For `g ≠ 0` and `z > 0`, the function `planeKernel g` has slope `-2π exp(-gz)`, and the
derivative of this slope is `g²` times `planeKernel g z`. -/
theorem planeKernel_above {g z : ℝ} (hg : g ≠ 0) (hz : 0 < z) :
    HasDerivAt (planeKernel g) (-(2 * π) * exp (-g * z)) z ∧
    HasDerivAt (fun t => -(2 * π) * exp (-g * t)) (g ^ 2 * planeKernel g z) z := by
  have e := ((hasDerivAt_id' z).const_mul (-g)).exp
  constructor
  · have d := (e.const_mul (2 * π / g)).congr_deriv
      (show _ = -(2 * π) * exp (-g * z) by field_simp)
    refine d.congr_of_eventuallyEq ?_
    filter_upwards [lt_mem_nhds hz] with t ht
    simp only [planeKernel, abs_of_pos ht]
  · refine (e.const_mul (-(2 * π))).congr_deriv ?_
    simp only [planeKernel, abs_of_pos hz]
    field_simp
```

Below the sheet the argument is the same with |t| = −t, and the slope changes sign.

```lean
/-- For `g ≠ 0` and `z < 0`, the function `planeKernel g` has slope `2π exp(gz)`, and the derivative
of this slope is `g²` times `planeKernel g z`. -/
theorem planeKernel_below {g z : ℝ} (hg : g ≠ 0) (hz : z < 0) :
    HasDerivAt (planeKernel g) (2 * π * exp (g * z)) z ∧
    HasDerivAt (fun t => 2 * π * exp (g * t)) (g ^ 2 * planeKernel g z) z := by
  have e := ((hasDerivAt_id' z).const_mul g).exp
  constructor
  · have d := (e.const_mul (2 * π / g)).congr_deriv
      (show _ = 2 * π * exp (g * z) by field_simp)
    refine d.congr_of_eventuallyEq ?_
    filter_upwards [gt_mem_nhds hz] with t ht
    simp only [planeKernel, abs_of_neg ht, neg_mul_neg]
  · refine (e.const_mul (2 * π)).congr_deriv ?_
    simp only [planeKernel, abs_of_neg hz, neg_mul_neg]
    field_simp
```

The delta function itself does not appear in these statements. Its strength is read off from the two slope formulas as z approaches zero from either side.

## Summing the images

`HasSum f s` says that the series with terms `f` converges to `s`. Here the index runs over the natural numbers from zero, as in the derivation above, and the only condition on the height is z ≤ L.

The step `hterm` removes the absolute value and writes each term as the first term times a power of q. Mathlib's geometric series, in `geo`, supplies the sum. The step `hval` turns q/(1 − q) into 1/(exp(gL) − 1), using exp(gL) exp(−gL) = 1.

```lean
/-- For `g, L > 0` and `z ≤ L`, the images above the cell form a geometric series with
sum `(2π/g) exp(gz) / (exp(gL) - 1)`. -/
theorem hasSum_images_above {g L z : ℝ} (hg : 0 < g) (hL : 0 < L) (hz : z ≤ L) :
    HasSum (fun n : ℕ => planeKernel g (z - ((n : ℝ) + 1) * L))
      (2 * π / g * (exp (g * z) / (exp (g * L) - 1))) := by
  have hE : 0 < exp (g * L) - 1 := sub_pos.mpr (one_lt_exp_iff.mpr (mul_pos hg hL))
  have hq : exp (-g * L) < 1 := Real.exp_lt_one_iff.mpr (by nlinarith [mul_pos hg hL])
  have hEq : exp (g * L) * exp (-g * L) = 1 := by
    rw [← exp_add, show g * L + -g * L = 0 by ring, exp_zero]
  have geo := (hasSum_geometric_of_lt_one (exp_pos (-g * L)).le hq).mul_left
    (2 * π / g * (exp (g * z) * exp (-g * L)))
  -- each image is weaker than the previous one by the factor exp(-gL)
  have hterm : (fun n : ℕ => planeKernel g (z - ((n : ℝ) + 1) * L)) =
      fun n : ℕ => 2 * π / g * (exp (g * z) * exp (-g * L)) * exp (-g * L) ^ n := by
    funext n
    have hn : z - ((n : ℝ) + 1) * L ≤ 0 := by
      nlinarith [mul_nonneg (Nat.cast_nonneg (α := ℝ) n) hL.le]
    rw [planeKernel, abs_of_nonpos hn, mul_assoc, ← exp_nat_mul, ← exp_add, ← exp_add]
    congr 2
    ring
  have hval : exp (g * z) / (exp (g * L) - 1) =
      exp (g * z) * exp (-g * L) / (1 - exp (-g * L)) := by
    rw [div_eq_div_iff hE.ne' (sub_pos.mpr hq).ne']
    linear_combination (-exp (g * z)) * hEq
  have hv : 2 * π / g * (exp (g * z) * exp (-g * L) / (1 - exp (-g * L))) =
      2 * π / g * (exp (g * z) * exp (-g * L)) * (1 - exp (-g * L))⁻¹ :=
    (mul_div_assoc _ _ _).symm.trans (div_eq_mul_inv _ _)
  rw [hterm, hval, hv]
  exact geo
```

For the full sum, the proof applies this result at z and at −z. The auxiliary function `F` extends the image terms to all integers, with the value zero at n = 0, where the original sheet sits. Steps `h1` and `h2` identify its positive and negative halves with the two geometric series; the second uses the evenness of the kernel. The lemma `of_add_one_of_neg_add_one` joins the halves, `hS` combines the exponentials into the hyperbolic cosine, and the last line returns to the nonzero integers.

```lean
/-- For `g, L > 0` and `|z| ≤ L`, the sum over all periodic images converges to
`(4π/g) cosh(gz) / (exp(gL) - 1)`. -/
theorem hasSum_images {g L z : ℝ} (hg : 0 < g) (hL : 0 < L) (hz : |z| ≤ L) :
    HasSum (fun n : {n : ℤ // n ≠ 0} => planeKernel g (z - ((n : ℤ) : ℝ) * L))
      (4 * π / g * cosh (g * z) / (exp (g * L) - 1)) := by
  obtain ⟨hz1, hz2⟩ := abs_le.mp hz
  have hr := hasSum_images_above hg hL hz2
  have hl := hasSum_images_above hg hL (show -z ≤ L by linarith)
  let F : ℤ → ℝ := Set.indicator {n : ℤ | n ≠ 0} (fun n => planeKernel g (z - (n : ℝ) * L))
  have h1 : (fun n : ℕ => F ((n : ℤ) + 1)) =
      fun n : ℕ => planeKernel g (z - ((n : ℝ) + 1) * L) := by
    funext n
    have hn : ((n : ℤ) + 1) ∈ {n : ℤ | n ≠ 0} := by
      show (n : ℤ) + 1 ≠ 0
      omega
    refine (Set.indicator_of_mem hn _).trans ?_
    push_cast
    rfl
  -- images below are images above, seen from the reflected point
  have h2 : (fun n : ℕ => F (-((n : ℤ) + 1))) =
      fun n : ℕ => planeKernel g (-z - ((n : ℝ) + 1) * L) := by
    funext n
    have hn : (-((n : ℤ) + 1)) ∈ {n : ℤ | n ≠ 0} := by
      show -((n : ℤ) + 1) ≠ 0
      omega
    refine (Set.indicator_of_mem hn _).trans ?_
    rw [← planeKernel_neg]
    congr 1
    push_cast
    ring
  rw [← h1] at hr
  rw [← h2] at hl
  have h0 : F 0 = 0 := Set.indicator_of_notMem (by simp) _
  have key := hr.of_add_one_of_neg_add_one hl
  have hS : 4 * π / g * cosh (g * z) / (exp (g * L) - 1) =
      2 * π / g * (exp (g * z) / (exp (g * L) - 1)) + F 0 +
      2 * π / g * (exp (g * -z) / (exp (g * L) - 1)) := by
    rw [h0, cosh_eq, mul_neg]
    ring
  rw [← hS] at key
  exact hasSum_subtype_iff_indicator.mpr key
```

## Bounds from above and below

The upper bound replaces U by its closed form and then follows the two steps by hand. In `hc`, the hyperbolic cosine is bounded by exp(gh). The `calc` block inserts this estimate and rewrites the quotient so that the distance L − h appears in the exponent. The case h = L is allowed, but the exponential factor is then 1.

```lean
/-- For `g, L > 0` and `|z| ≤ h ≤ L`, the image potential is at most
`(4π/g) exp(-g(L-h)) / (1 - exp(-gL))`. -/
theorem imagePotential_le {g L h z : ℝ} (hg : 0 < g) (hL : 0 < L)
    (hz : |z| ≤ h) (hh : h ≤ L) :
    imagePotential g L z ≤ 4 * π / g * exp (-g * (L - h)) / (1 - exp (-g * L)) := by
  have hE : 0 < exp (g * L) - 1 := sub_pos.mpr (one_lt_exp_iff.mpr (mul_pos hg hL))
  have hq : 0 < 1 - exp (-g * L) :=
    sub_pos.mpr (Real.exp_lt_one_iff.mpr (by nlinarith [mul_pos hg hL]))
  have hEq : exp (g * L) * exp (-g * L) = 1 := by
    rw [← exp_add, show g * L + -g * L = 0 by ring, exp_zero]
  have hsplit : exp (-g * (L - h)) = exp (g * h) * exp (-g * L) := by
    rw [← exp_add]
    congr 1
    ring
  obtain ⟨hz1, hz2⟩ := abs_le.mp hz
  have hc : cosh (g * z) ≤ exp (g * h) := by
    have a : exp (g * z) ≤ exp (g * h) := exp_le_exp.mpr (by nlinarith)
    have b : exp (-(g * z)) ≤ exp (g * h) := exp_le_exp.mpr (by nlinarith)
    rw [cosh_eq]
    linarith
  rw [imagePotential, (hasSum_images hg hL (hz.trans hh)).tsum_eq]
  calc 4 * π / g * cosh (g * z) / (exp (g * L) - 1)
      ≤ 4 * π / g * exp (g * h) / (exp (g * L) - 1) := by
        rw [div_le_div_iff_of_pos_right hE]
        exact mul_le_mul_of_nonneg_left hc (by positivity)
    _ = 4 * π / g * exp (-g * (L - h)) / (1 - exp (-g * L)) := by
        rw [div_eq_div_iff hE.ne' hq.ne', hsplit]
        linear_combination (-(4 * π / g * exp (g * h))) * hEq
```

For the lower bound, `le_hasSum` states that one term of a convergent series is at most the whole sum when the other terms are nonnegative. The chosen term is n = 1, and L − z ≥ 0 fixes its absolute value.

```lean
/-- For `g, L > 0` and `|z| ≤ L`, the image potential is at least that of the single image
at height `L`, which is `(2π/g) exp(-g(L-z))`. -/
theorem le_imagePotential {g L z : ℝ} (hg : 0 < g) (hL : 0 < L) (hz : |z| ≤ L) :
    2 * π / g * exp (-g * (L - z)) ≤ imagePotential g L z := by
  have hs := (hasSum_images hg hL hz).summable.hasSum
  have h1 := le_hasSum hs ⟨1, one_ne_zero⟩
    (fun j _ => by unfold planeKernel; positivity)
  have hz2 : 0 ≤ L - z := sub_nonneg.mpr (abs_le.mp hz).2
  have h2 : planeKernel g (z - ((1 : ℤ) : ℝ) * L) ≤ imagePotential g L z := h1
  rw [planeKernel, Int.cast_one, one_mul, abs_sub_comm, abs_of_nonneg hz2] at h2
  exact h2
```

## The error for a whole slab

The last theorem asserts convergence of the slab's image series and bounds the modulus of its sum. The hypothesis `hx` requires z to lie within h of every sheet; z itself need not be inside the slab.

In `hs`, the shifts by nL and xᵢ are interchanged, and the convergent series of the individual sheets are multiplied by their amplitudes and added. The norm estimate then uses the triangle inequality, `norm_sum_le`, and applies `imagePotential_le` to each sheet. Because the bound adds moduli, it ignores any cancellation between charges of opposite sign, and the actual error may be much smaller.

```lean
/-- Let `g, L > 0` and let `z` lie within `h ≤ L` of every sheet of a slab. The potential of
the slab's periodic images converges at `z`, and its modulus is at most the sum of the moduli
of the amplitudes times `(4π/g) exp(-g(L-h)) / (1 - exp(-gL))`. -/
theorem slab_image_error {ι : Type*} [Fintype ι] {g L h z : ℝ} (ρ : ι → ℂ) (x : ι → ℝ)
    (hg : 0 < g) (hL : 0 < L) (hx : ∀ i, |z - x i| ≤ h) (hh : h ≤ L) :
    Summable (fun n : {n : ℤ // n ≠ 0} => slabPotential g ρ x (z - ((n : ℤ) : ℝ) * L)) ∧
    ‖∑' n : {n : ℤ // n ≠ 0}, slabPotential g ρ x (z - ((n : ℤ) : ℝ) * L)‖ ≤
      (∑ i, ‖ρ i‖) * (4 * π / g * exp (-g * (L - h)) / (1 - exp (-g * L))) := by
  -- superpose the image sums of the individual sheets
  have hs : HasSum
      (fun n : {n : ℤ // n ≠ 0} => slabPotential g ρ x (z - ((n : ℤ) : ℝ) * L))
      (∑ i, imagePotential g L (z - x i) • ρ i) := by
    simp only [slabPotential, sub_right_comm z _ (x _)]
    exact hasSum_sum fun i _ =>
      (hasSum_images hg hL ((hx i).trans hh)).summable.hasSum.smul_const (ρ i)
  refine ⟨hs.summable, ?_⟩
  rw [hs.tsum_eq, Finset.sum_mul]
  refine (norm_sum_le _ _).trans (Finset.sum_le_sum fun i _ => ?_)
  have h0 : 0 ≤ imagePotential g L (z - x i) :=
    tsum_nonneg fun n => by unfold planeKernel; positivity
  rw [norm_smul, Real.norm_of_nonneg h0, mul_comm]
  exact mul_le_mul_of_nonneg_left (imagePotential_le hg hL (hx i) hh) (norm_nonneg _)

end

end SlabImages
```

```lean
#print axioms SlabImages.planeKernel_above
#print axioms SlabImages.planeKernel_below
#print axioms SlabImages.le_imagePotential
#print axioms SlabImages.slab_image_error
```

```
'SlabImages.planeKernel_above' depends on axioms: [propext, Classical.choice, Quot.sound]
'SlabImages.planeKernel_below' depends on axioms: [propext, Classical.choice, Quot.sound]
'SlabImages.le_imagePotential' depends on axioms: [propext, Classical.choice, Quot.sound]
'SlabImages.slab_image_error' depends on axioms: [propext, Classical.choice, Quot.sound]
```
